# The Rodrigues rotation formula from spin one-half matrices

## Physical setting

Take a rotation about the \(z\) axis by an angle \(t\). A real vector \(a = (a_0, a_1, a_2)\), with components along \(x, y, z\) counted from zero as in the Lean code, is encoded with the Pauli matrices \(\sigma_x, \sigma_y, \sigma_z\) as the Hermitian matrix

\[
a\cdot\sigma = a_0\sigma_x + a_1\sigma_y + a_2\sigma_z =
\begin{pmatrix} a_2 & a_0 - i a_1 \\ a_0 + i a_1 & -a_2 \end{pmatrix}.
\]

With \(\mathbb 1\) the \(2\times 2\) unit matrix, the spin one-half rotation matrix for this axis is diagonal,

\[
U = \cos\tfrac t2\,\mathbb 1 - i \sin\tfrac t2\,\sigma_z =
\begin{pmatrix} e^{-it/2} & 0 \\ 0 & e^{it/2} \end{pmatrix}.
\]

In the product \(U (a\cdot\sigma) U^\dagger\), where \(\dagger\) is the conjugate transpose, the entry in row \(j\) and column \(k\) (with \(j, k \in \{0, 1\}\)) is multiplied by \(U_{jj}\) and by the complex conjugate of \(U_{kk}\). On the diagonal the two phases cancel, so \(a_2\) is unchanged. In row 1, column 0 they add up: \(e^{it/2}\cdot e^{it/2} = e^{it}\), so

\[
a_0 + i a_1 \;\longmapsto\; e^{it}(a_0 + i a_1).
\]

This is a rotation of the \(xy\) components by the full angle \(t\), counterclockwise as seen from positive \(z\). The matrix \(U\) carries half the angle and acts twice, once from each side. Replacing \(U\) by \(-U\) changes nothing in the product.

For a general axis, given by a real vector \(n\) with \(n\cdot n = 1\), the matrix is

\[
U(n,t) = \cos\tfrac t2\,\mathbb 1 - i\sin\tfrac t2\; n\cdot\sigma .
\]

The state of a single spin one-half, with no spatial degrees of freedom and no other spins, is a density matrix \(\rho = \tfrac12(\mathbb 1 + p\cdot\sigma)\) with a real polarisation vector \(p\) satisfying \(p\cdot p \le 1\), and the result below gives the new polarisation in \(U\rho U^\dagger\). For that single spin in a uniform static field, with Hamiltonian \(\tfrac12\hbar\omega\, n\cdot\sigma\) and angular frequency \(\omega\), the angle after a time \(\tau\) is \(t = \omega\tau\) and the motion of \(p\) is Larmor precession about \(n\).

## Statement

For real vectors \(n\), \(a\) and a real number \(t\) define the Rodrigues vector

\[
R(n,t)\,a = \cos t\; a + \sin t\;(n\times a) + (1-\cos t)(n\cdot a)\,n .
\]

The main theorem says that for \(n\cdot n = 1\), every real \(t\) and every real \(a\),

\[
U(n,t)\,(a\cdot\sigma)\,U(n,t)^\dagger = \bigl(R(n,t)\,a\bigr)\cdot\sigma .
\]

Three further theorems accompany it. For \(n\cdot n = 1\) the matrix \(U(n,t)\) is unitary. For \(n\cdot n = 1\) the squared length is preserved, \((Ra)\cdot(Ra) = a\cdot a\), where \(Ra\) is short for \(R(n,t)\,a\). For any \(n\), unit or not, \(U(n,t+2\pi) = -U(n,t)\) while \(R(n,t+2\pi)\,a = R(n,t)\,a\).

For \(n = (0,0,1)\) one has \(n\times a = (-a_1, a_0, 0)\) and \(n\cdot a = a_2\), so that \(Ra = (a_0\cos t - a_1\sin t,\; a_0\sin t + a_1\cos t,\; a_2)\), in agreement with the phase \(e^{it}\) found above. At \(t = \pi\) and any unit axis, \(U = -i\,n\cdot\sigma\) and \(Ra = 2(n\cdot a)\,n - a\): the component along the axis stays and the perpendicular part is reversed. To first order in a small angle, \(Ra \approx a + t\,n\times a\).

## Derivation

**Product rule.** The Pauli matrices satisfy \(\sigma_x^2 = \sigma_y^2 = \sigma_z^2 = \mathbb 1\) and \(\sigma_x\sigma_y = -\sigma_y\sigma_x = i\sigma_z\), with cyclic permutations. Expand \((a\cdot\sigma)(b\cdot\sigma)\) for real vectors \(a\), \(b\) into its nine terms. The three squares give \((a_0b_0 + a_1b_1 + a_2b_2)\,\mathbb 1\). The six mixed terms pair up: \(a_0b_1\sigma_x\sigma_y + a_1b_0\sigma_y\sigma_x = i(a_0b_1 - a_1b_0)\sigma_z\), and likewise for the other two pairs. Hence

\[
(a\cdot\sigma)(b\cdot\sigma) = (a\cdot b)\,\mathbb 1 + i\,(a\times b)\cdot\sigma .
\]

Write \(N = n\cdot\sigma\) and \(A = a\cdot\sigma\). Because \(a\times n = -\,n\times a\) and \(n\times n = 0\), the rule gives

\[
NA - AN = 2i\,(n\times a)\cdot\sigma, \qquad NA + AN = 2(n\cdot a)\,\mathbb 1, \qquad N^2 = (n\cdot n)\,\mathbb 1 .
\]

**Adjoint.** Put \(c = \cos(t/2)\) and \(s = \sin(t/2)\), so that \(U = c\,\mathbb 1 - isN\). The numbers \(c\), \(s\) are real and \(N^\dagger = N\) because \(n\) is real, so only the factor \(i\) changes sign: \(U^\dagger = c\,\mathbb 1 + isN\).

**Sandwich.** For any real \(c\), \(s\) and any real \(n\), multiply out:

\[
(c\,\mathbb 1 - isN)\,A\,(c\,\mathbb 1 + isN) = c^2A + ics\,AN - ics\,NA + s^2NAN = c^2A - ics\,(NA - AN) + s^2NAN .
\]

The middle term is \(-ics\cdot 2i\,(n\times a)\cdot\sigma = 2cs\,(n\times a)\cdot\sigma\). For the last term use \(AN = 2(n\cdot a)\,\mathbb 1 - NA\), so that

\[
NAN = 2(n\cdot a)\,N - N^2A = 2(n\cdot a)\,N - (n\cdot n)\,A .
\]

Collecting terms,

\[
(c\,\mathbb 1 - isN)\,A\,(c\,\mathbb 1 + isN) = \Bigl[(c^2 - s^2\,n\cdot n)\,a + 2cs\,(n\times a) + 2s^2(n\cdot a)\,n\Bigr]\cdot\sigma .
\]

**Half angles.** Now set \(n\cdot n = 1\). From \(\cos t = 2c^2 - 1\), \(\sin t = 2sc\) and \(s^2 + c^2 = 1\) follow

\[
c^2 - s^2 = \cos t, \qquad 2cs = \sin t, \qquad 2s^2 = 1 - \cos t,
\]

and the bracket becomes \(R(n,t)\,a\). This proves the main identity.

**Unitarity.** The cross terms cancel in \(UU^\dagger = c^2\,\mathbb 1 + icsN - icsN + s^2N^2 = (c^2 + s^2\,n\cdot n)\,\mathbb 1\), which is \(\mathbb 1\) for a unit axis. For a square matrix \(UU^\dagger = \mathbb 1\) implies \(U^\dagger U = \mathbb 1\).

**Length.** The product rule with both vectors equal to \(v\) gives \((v\cdot\sigma)^2 = (v\cdot v)\,\mathbb 1\). Square the main identity:

\[
\bigl((Ra)\cdot(Ra)\bigr)\,\mathbb 1 = UAU^\dagger\,UAU^\dagger = UA^2U^\dagger = (a\cdot a)\,UU^\dagger = (a\cdot a)\,\mathbb 1 .
\]

Comparing the entries in row 0, column 0 gives \((Ra)\cdot(Ra) = a\cdot a\).

**Full turn.** Under \(t\to t+2\pi\) the half angle advances by \(\pi\), so \(c\to -c\), \(s\to -s\) and \(U\to -U\). The vector \(Ra\) depends on \(t\) only through \(\cos t\) and \(\sin t\), which have period \(2\pi\).

**Order of the factors.** The sign of the \(\sin t\) term is tied to the side on which the adjoint stands, and this is where a sign is readily lost. Since \(U(n,t)^\dagger = U(n,-t)\), the product \(U^\dagger(a\cdot\sigma)U\) belongs to the rotation by \(-t\). For \(n = (0,0,1)\) and \(t = \pi/2\) one finds \(U\sigma_xU^\dagger = \sigma_y\) but \(U^\dagger\sigma_xU = -\sigma_y\). The first order is the one in which a density matrix transforms, the second the one in which an observable transforms in the Heisenberg picture.

## What the formal version assumes

A vector is a function `Fin 3 → ℝ`, with `a 0`, `a 1`, `a 2` standing for \(a_0, a_1, a_2\). Matrices have the type `Matrix (Fin 2) (Fin 2) ℂ`. The definition `pauli a` is the explicit matrix displayed at the start, which fixes the basis in which \(\sigma_z\) is diagonal and the sign of \(\sigma_y\), with \(-i\) in row 0, column 1. There is no factor \(\hbar/2\): the objects are Pauli matrices, and the spin operators are \(\hbar/2\) times them. The symbols `⬝ᵥ` and `⨯₃` are the dot product and the right-handed cross product, `ᴴ` is the conjugate transpose, and `•` is multiplication by a scalar. The definitions `spinRot n t` and `rodrigues n t a` are \(U(n,t)\) and \(R(n,t)\,a\), with \(t\) in radians and unrestricted.

The main theorem `spinRot_conj_pauli` reads: for real vectors `n`, `a` and a real `t`, if `n ⬝ᵥ n = 1`, then `spinRot n t * pauli a * (spinRot n t)ᴴ = pauli (rodrigues n t a)`. The vector `a` is arbitrary and may be zero or of any length. That both vectors are real is built into their type; it is what makes \(N\) Hermitian.

The only hypothesis is `hn`. It is written with the dot product, and that choice matters: the norm that Mathlib puts on `Fin 3 → ℝ` is the largest absolute value of a component. A hypothesis \(\|n\| = 1\) in that norm would admit \(n = (1,1,0)\), which has \(n\cdot n = 2\), and the statement would be false. For the same reason `rodrigues_length` expresses the squared length as `a ⬝ᵥ a`.

Without `hn` the three theorems that carry it, `spinRot_conj_pauli`, `spinRot_mem_unitary` and `rodrigues_length`, fail together. Take \(n = (0,0,2)\), \(t = \pi\), \(a = (0,0,1)\). Then \(U = -2i\sigma_z\) and \(UU^\dagger = 4\cdot\mathbb 1\), so \(U\) is not unitary. The left side of the main identity is \(4\sigma_z\). The Rodrigues vector is \(-a + 2\cdot 2\cdot(0,0,2) = (0,0,7)\), so the right side is \(7\sigma_z\), and the squared length has gone from 1 to 49. In general the sandwich formula shows that the vector on the left exceeds \(Ra\) by \(s^2(1 - n\cdot n)\,a\), here \(-3a\).

The matrix `spinRot n t` is defined by the cosine and sine formula; its equality, for a unit axis, with the exponential \(\exp(-\tfrac{it}{2}\,n\cdot\sigma)\), on which the reading as a time evolution rests, is not part of the file. The theorem `spinRot_mem_unitary` gives membership in the unitary group \(U(2)\) and makes no statement about the determinant. The theorem `rodrigues_length` gives preservation of the squared length and says nothing on orientation. The name `double_cover` refers to the two-to-one homomorphism from \(SU(2)\) onto \(SO(3)\), and the theorem contains the sign change over one full turn: \(U\) goes to \(-U\) while the Rodrigues vector returns to itself. The group law, the fact that every rotation arises in this way, and the fact that no matrices other than \(\pm U\) in \(SU(2)\) give the same rotation lie beyond it. Everything concerns the two-dimensional representation, so higher spin is not covered. The special angles, the small-angle form, the reversed order of factors and the counter-example are worked out on paper in these notes and correspond to no theorem in the code.

## The Lean file

```lean
import Mathlib

open Matrix Complex

namespace SpinorRodrigues

noncomputable section

/-- The matrix `a·σ = a₀ σx + a₁ σy + a₂ σz` of a real vector `a` with components `a 0`, `a 1`, `a 2`. -/
def pauli (a : Fin 3 → ℝ) : Matrix (Fin 2) (Fin 2) ℂ :=
  !![(a 2 : ℂ), (a 0 : ℂ) - I * (a 1 : ℂ); (a 0 : ℂ) + I * (a 1 : ℂ), -(a 2 : ℂ)]

/-- The spin one-half rotation matrix `U = cos(t/2) 1 - i sin(t/2) n·σ`. -/
def spinRot (n : Fin 3 → ℝ) (t : ℝ) : Matrix (Fin 2) (Fin 2) ℂ :=
  ((Real.cos (t / 2) : ℝ) : ℂ) • (1 : Matrix (Fin 2) (Fin 2) ℂ)
    - (I * ((Real.sin (t / 2) : ℝ) : ℂ)) • pauli n

/-- The Rodrigues vector `cos t a + sin t n × a + (1 - cos t)(n·a) n`. -/
def rodrigues (n : Fin 3 → ℝ) (t : ℝ) (a : Fin 3 → ℝ) : Fin 3 → ℝ :=
  Real.cos t • a + Real.sin t • (n ⨯₃ a) + ((1 - Real.cos t) * (n ⬝ᵥ a)) • n

/-- For a real vector `a` the matrix `a·σ` is Hermitian. -/
theorem pauli_conjTranspose (a : Fin 3 → ℝ) : (pauli a)ᴴ = pauli a := by
  ext i j
  fin_cases i <;> fin_cases j <;>
    simp [pauli, Matrix.conjTranspose_apply, Complex.ext_iff]

/-- Pauli product rule: `(a·σ)(b·σ) = (a·b) 1 + i (a × b)·σ`. -/
theorem pauli_mul (a b : Fin 3 → ℝ) :
    pauli a * pauli b
      = ((a ⬝ᵥ b : ℝ) : ℂ) • (1 : Matrix (Fin 2) (Fin 2) ℂ) + I • pauli (a ⨯₃ b) := by
  ext i j
  fin_cases i <;> fin_cases j <;> apply Complex.ext <;>
    simp [pauli, Matrix.mul_apply, Fin.sum_univ_two, Fin.sum_univ_three, dotProduct,
      cross_apply] <;> ring

/-- The adjoint of the spin rotation matrix is `U† = cos(t/2) 1 + i sin(t/2) n·σ`. -/
theorem spinRot_conjTranspose (n : Fin 3 → ℝ) (t : ℝ) :
    (spinRot n t)ᴴ = ((Real.cos (t / 2) : ℝ) : ℂ) • (1 : Matrix (Fin 2) (Fin 2) ℂ)
      + (I * ((Real.sin (t / 2) : ℝ) : ℂ)) • pauli n := by
  unfold spinRot
  generalize Real.cos (t / 2) = c
  generalize Real.sin (t / 2) = s
  rw [conjTranspose_sub, conjTranspose_smul, conjTranspose_smul, conjTranspose_one,
    pauli_conjTranspose]
  have h1 : star (c : ℂ) = c := by simp
  have h2 : star (I * (s : ℂ)) = -(I * (s : ℂ)) := by
    apply Complex.ext <;> simp
  rw [h1, h2, neg_smul, sub_neg_eq_add]

/-- For any real vectors `n`, `a` and real numbers `c`, `s`:
`(c - i s n·σ)(a·σ)(c + i s n·σ) = ((c² - s² n·n) a + 2cs n × a + 2s²(n·a) n)·σ`. -/
theorem sandwich (n a : Fin 3 → ℝ) (c s : ℝ) :
    ((c : ℂ) • (1 : Matrix (Fin 2) (Fin 2) ℂ) - (I * (s : ℂ)) • pauli n) * pauli a
        * ((c : ℂ) • (1 : Matrix (Fin 2) (Fin 2) ℂ) + (I * (s : ℂ)) • pauli n)
      = pauli ((c * c - s * s * (n ⬝ᵥ n)) • a + (2 * c * s) • (n ⨯₃ a)
          + (2 * s * s * (n ⬝ᵥ a)) • n) := by
  -- a polynomial identity in the real and imaginary part of each entry
  ext i j
  fin_cases i <;> fin_cases j <;> apply Complex.ext <;>
    simp [pauli, Matrix.mul_apply, Matrix.one_apply, Fin.sum_univ_two, Fin.sum_univ_three,
      dotProduct, cross_apply, Matrix.vecHead, Matrix.vecTail] <;> ring

/-- Rodrigues formula from spinors: for a unit axis `n`, any angle `t` and any real vector `a`,
`U (a·σ) U† = (cos t a + sin t n × a + (1 - cos t)(n·a) n)·σ`. -/
theorem spinRot_conj_pauli (n a : Fin 3 → ℝ) (t : ℝ) (hn : n ⬝ᵥ n = 1) :
    spinRot n t * pauli a * (spinRot n t)ᴴ = pauli (rodrigues n t a) := by
  -- half-angle formulas
  have ht : 2 * (t / 2) = t := by ring
  have hc := Real.cos_two_mul (t / 2)
  have hs := Real.sin_two_mul (t / 2)
  rw [ht] at hc hs
  have hp := Real.sin_sq_add_cos_sq (t / 2)
  have e1 : Real.cos (t / 2) * Real.cos (t / 2) - Real.sin (t / 2) * Real.sin (t / 2) * 1
      = Real.cos t := by linear_combination -hc - hp
  have e2 : 2 * Real.cos (t / 2) * Real.sin (t / 2) = Real.sin t := by
    linear_combination -hs
  have e3 : 2 * Real.sin (t / 2) * Real.sin (t / 2) = 1 - Real.cos t := by
    linear_combination hc + 2 * hp
  rw [spinRot_conjTranspose, spinRot, sandwich, hn, e1, e2, e3, rodrigues]

/-- For a unit axis `n` the spin rotation matrix is unitary. -/
theorem spinRot_mem_unitary (n : Fin 3 → ℝ) (t : ℝ) (hn : n ⬝ᵥ n = 1) :
    spinRot n t ∈ Matrix.unitaryGroup (Fin 2) ℂ := by
  rw [Matrix.mem_unitaryGroup_iff, star_eq_conjTranspose, spinRot_conjTranspose, spinRot]
  have hp := Real.sin_sq_add_cos_sq (t / 2)
  generalize Real.cos (t / 2) = c at hp ⊢
  generalize Real.sin (t / 2) = s at hp ⊢
  simp only [dotProduct, Fin.sum_univ_three] at hn
  -- diagonal entries are `c² + s² n·n = 1`, off-diagonal entries cancel
  ext i j
  fin_cases i <;> fin_cases j <;> apply Complex.ext <;>
    simp [pauli, Matrix.mul_apply, Matrix.one_apply, Fin.sum_univ_two] <;>
    (first | linear_combination hp + s ^ 2 * hn | ring)

/-- For a unit axis `n` the Rodrigues vector has the same squared length as `a`. -/
theorem rodrigues_length (n a : Fin 3 → ℝ) (t : ℝ) (hn : n ⬝ᵥ n = 1) :
    rodrigues n t a ⬝ᵥ rodrigues n t a = a ⬝ᵥ a := by
  -- `(v·σ)² = (v·v) 1`
  have hsq : ∀ v : Fin 3 → ℝ,
      pauli v * pauli v = ((v ⬝ᵥ v : ℝ) : ℂ) • (1 : Matrix (Fin 2) (Fin 2) ℂ) := by
    intro v
    have h0 : pauli (0 : Fin 3 → ℝ) = 0 := by
      ext i j
      fin_cases i <;> fin_cases j <;> simp [pauli]
    rw [pauli_mul, cross_self, h0, smul_zero, add_zero]
  have hU : spinRot n t * (spinRot n t)ᴴ = 1 :=
    Matrix.mem_unitaryGroup_iff.mp (spinRot_mem_unitary n t hn)
  have hU' : (spinRot n t)ᴴ * spinRot n t = 1 := mul_eq_one_comm.mp hU
  -- square the sandwich `U (a·σ) U†`
  have key : ((rodrigues n t a ⬝ᵥ rodrigues n t a : ℝ) : ℂ) • (1 : Matrix (Fin 2) (Fin 2) ℂ)
      = ((a ⬝ᵥ a : ℝ) : ℂ) • (1 : Matrix (Fin 2) (Fin 2) ℂ) := by
    rw [← hsq, ← spinRot_conj_pauli n a t hn]
    calc spinRot n t * pauli a * (spinRot n t)ᴴ * (spinRot n t * pauli a * (spinRot n t)ᴴ)
        = spinRot n t * (pauli a * ((spinRot n t)ᴴ * spinRot n t) * pauli a)
            * (spinRot n t)ᴴ := by simp only [mul_assoc]
      _ = ((a ⬝ᵥ a : ℝ) : ℂ) • (1 : Matrix (Fin 2) (Fin 2) ℂ) := by
        rw [hU', mul_one, hsq, Matrix.mul_smul, mul_one, Matrix.smul_mul, hU]
  have h00 := congrFun (congrFun key 0) 0
  simp only [Matrix.smul_apply, Matrix.one_apply_eq, smul_eq_mul, mul_one] at h00
  exact_mod_cast h00

/-- Increasing the angle by `2π` reverses the sign of the spin rotation matrix and leaves the
Rodrigues vector unchanged. -/
theorem double_cover (n a : Fin 3 → ℝ) (t : ℝ) :
    spinRot n (t + 2 * Real.pi) = -spinRot n t ∧
      rodrigues n (t + 2 * Real.pi) a = rodrigues n t a := by
  constructor
  · -- the half angle advances by `π`
    have h : (t + 2 * Real.pi) / 2 = t / 2 + Real.pi := by ring
    unfold spinRot
    rw [h, Real.cos_add_pi, Real.sin_add_pi, Complex.ofReal_neg, Complex.ofReal_neg, mul_neg,
      neg_smul, neg_smul]
    abel
  · unfold rodrigues
    rw [Real.cos_add_two_pi, Real.sin_add_two_pi]

end

end SpinorRodrigues
```

```lean
#print axioms SpinorRodrigues.spinRot_mem_unitary
-- 'SpinorRodrigues.spinRot_mem_unitary' depends on axioms: [propext, Classical.choice, Quot.sound]
#print axioms SpinorRodrigues.rodrigues_length
-- 'SpinorRodrigues.rodrigues_length' depends on axioms: [propext, Classical.choice, Quot.sound]
#print axioms SpinorRodrigues.double_cover
-- 'SpinorRodrigues.double_cover' depends on axioms: [propext, Classical.choice, Quot.sound]
```

## Notes on the proof

`pauli_conjTranspose` and `pauli_mul` are the statements \(A^\dagger = A\) and the product rule. Both are proved entry by entry: `ext i j` and `fin_cases` produce the four positions of a \(2\times2\) matrix. In `pauli_mul`, `Complex.ext` splits each entry into real and imaginary part, `simp` writes out the sums over two and three indices, and `ring` closes what remains as polynomial identities in the six components. This replaces the expansion into nine products of Pauli matrices.

`spinRot_conjTranspose` follows the adjoint step. After `generalize` the cosine and sine are plain real numbers `c` and `s`. The conjugate transpose is moved through the difference and the scalar multiples, `pauli_conjTranspose` supplies \(N^\dagger = N\), `h1` says that \(c\) is its own complex conjugate, and `h2` says that the conjugate of \(is\) is \(-is\). The theorem holds for any real `n`.

`sandwich` states the formula of the sandwich step, for arbitrary `n`, `c` and `s`, but reaches it by a different route. The derivation above uses the commutator and the anticommutator of \(N\) and \(A\); the Lean proof does not call `pauli_mul` and multiplies the three explicit matrices, leaving identities for the real and imaginary parts of the four entries in the eight real variables \(c, s, n_0, n_1, n_2, a_0, a_1, a_2\). Keeping \(n\cdot n\) in the coefficient of \(a\) makes these identities true without any side condition, so `ring` can decide them.

`spinRot_conj_pauli` is the half-angle step. The double-angle formulas at \(t/2\) give `hc`, which is \(\cos t = 2c^2 - 1\), and `hs`, which is \(\sin t = 2sc\); `hp` is \(s^2 + c^2 = 1\). The three facts `e1`, `e2`, `e3` are \(c^2 - s^2 = \cos t\), \(2cs = \sin t\) and \(2s^2 = 1 - \cos t\), each obtained by `linear_combination` from these. For `e3` the combination `hc + 2 * hp` is the identity
\[
2s^2 - (1 - \cos t) = (\cos t - 2c^2 + 1) + 2(s^2 + c^2 - 1).
\]
The final `rw` inserts the adjoint, applies `sandwich`, uses `hn` at its single place in the coefficient of \(a\), and substitutes the three facts. The factor `* 1` in `e1` is what \(n\cdot n\) has become after that use of `hn`.

`spinRot_mem_unitary` reduces membership in `Matrix.unitaryGroup (Fin 2) ℂ` to \(UU^\dagger = \mathbb 1\) and again works entry by entry. The real parts of the diagonal entries need \(c^2 + s^2\,n\cdot n = 1\), and `linear_combination hp + s ^ 2 * hn` is the identity \(c^2 + s^2\,n\cdot n - 1 = (s^2 + c^2 - 1) + s^2(n\cdot n - 1)\). The other parts cancel identically.

`rodrigues_length` follows the length step line by line. `hsq` is \((v\cdot\sigma)^2 = (v\cdot v)\,\mathbb 1\), from `pauli_mul` and `cross_self`; this is the one place where the product rule is used later in the file. `hU` and `hU'` are \(UU^\dagger = \mathbb 1\) and \(U^\dagger U = \mathbb 1\). In `key` the `calc` block first regroups the six factors so that \(U^\dagger U\) stands in the middle, then removes it by `hU'`, replaces \(A^2\) by `hsq`, pulls the scalar out and applies `hU`. The fact `h00` reads off the entry in row 0, column 0, and `exact_mod_cast` turns the equation between complex numbers into one between real numbers.

`double_cover` has two parts. In the first, `h` rewrites \((t+2\pi)/2\) as \(t/2 + \pi\), after which `Real.cos_add_pi` and `Real.sin_add_pi` produce the two minus signs. In the second, `Real.cos_add_two_pi` and `Real.sin_add_two_pi` give the periodicity. Neither part involves the length of `n`, and the theorem carries no hypothesis on it.
